# For positive semidefinite matrices of nonzero size, det(A + B) ≥ det A + det B

Take two detector channels with uncorrelated noise. One source contributes variances $a_1,a_2$ and a second, independent source contributes $b_1,b_2$. The product of the total variances is

$$(a_1+b_1)(a_2+b_2)=a_1a_2+b_1b_2+(a_1b_2+b_1a_2),$$

which is at least $a_1a_2+b_1b_2$, because the cross terms are nonnegative. I expect the same for correlated Gaussian noise, where the covariances $A$ and $B$ are matrices with different principal axes: the product of the principal variances of $A+B$ should be no smaller than the sum of the two separate products. But then I can't simply multiply out the eigenvalues. Is there a rigorous argument, and can it be checked by machine?

## Whitening brings back the diagonal case

Yes. A change of variables makes both matrices diagonal at once, and your cross-term argument then applies. Let $A$ and $B$ be positive semidefinite of size $n\ge 1$, write $\dagger$ for the conjugate transpose, and suppose first that $\det A\neq 0$.

Diagonalise $A=V\,\mathrm{diag}(a_i)\,V^\dagger$ with $V$ unitary, and set $C=\mathrm{diag}(\sqrt{a_i})\,V^\dagger$. Then $A=C^\dagger C$, and $C$ is invertible. In the whitened variables $B$ becomes $(C^{-1})^\dagger B\,C^{-1}$, which is again positive semidefinite, so it equals $U\,\mathrm{diag}(l_i)\,U^\dagger$ with $U$ unitary and $l_i\ge 0$. With $W=U^\dagger C$,

$$W^\dagger W=C^\dagger UU^\dagger C=A,\qquad W^\dagger\,\mathrm{diag}(l_i)\,W=C^\dagger (C^{-1})^\dagger B\,C^{-1}C=B.$$

The $l_i$ are the variances of $B$ measured relative to $A$. Adding the two expressions gives $A+B=W^\dagger\,\mathrm{diag}(1+l_i)\,W$. Since $\det A=|\det W|^2$,

$$\det B=\det A\prod_i l_i,\qquad \det(A+B)=\det A\prod_i(1+l_i).$$

It remains to show that $1+\prod_i l_i\le\prod_i(1+l_i)$. For one index this is an equality. If it holds for a set of indices with product $P=\prod_i l_i$, then including a further number $x\ge 0$ gives

$$(1+x)\prod_i(1+l_i)\ge(1+x)(1+P)=1+xP+x+P\ge 1+xP.$$

Multiplying by $\det A>0$ proves the claim. If $A$ is singular and $B$ is not, exchange their roles. If both are singular, the claim is $0\le\det(A+B)$, which holds because $A+B$ is positive semidefinite.

**Equality.** Let $n\ge 2$ and let $A$ be positive definite. Pick an index $i$ and put $P_i=\prod_{j\ne i}l_j$. The scalar inequality for the remaining indices gives

$$\prod_j(1+l_j)\ge(1+l_i)(1+P_i)=1+l_i+P_i+l_iP_i\ge l_i+1+\prod_j l_j.$$

If $\det(A+B)=\det A+\det B$, the two ends force $l_i\le 0$, hence $l_i=0$. This holds for every $i$, so $B=0$. The converse is immediate.

**Several sources.** Add the covariances one at a time. Each partial sum is positive semidefinite, so the two-matrix inequality applies at every step.

Here is the complete Lean file.

```lean
import Mathlib

open Matrix
open scoped ComplexOrder

namespace DeterminantSuperadditivity

variable {n : Type*} [Fintype n] [DecidableEq n]

/-- For nonnegative numbers over a nonempty finite set, one plus their product is at most
the product of the numbers each increased by one. -/
theorem one_add_prod_le {ι : Type*} {s : Finset ι} (hs : s.Nonempty) {l : ι → ℝ}
    (hl : ∀ i, 0 ≤ l i) : 1 + ∏ i ∈ s, l i ≤ ∏ i ∈ s, (1 + l i) := by
  induction hs using Finset.Nonempty.cons_induction with
  | singleton a => simp
  | cons a s ha hs ih =>
    rw [Finset.prod_cons, Finset.prod_cons]
    have hP : 0 ≤ ∏ i ∈ s, l i := Finset.prod_nonneg (fun i _ => hl i)
    have h1 : 0 ≤ 1 + l a := by linarith [hl a]
    nlinarith [mul_le_mul_of_nonneg_left ih h1, hl a]

/-- For nonnegative numbers with at least two indices, any single one of them plus one plus the
product of them all is at most the product of the numbers each increased by one. -/
theorem add_one_add_prod_le [Nontrivial n] {l : n → ℝ} (hl : ∀ i, 0 ≤ l i) (i : n) :
    l i + (1 + ∏ j, l j) ≤ ∏ j, (1 + l j) := by
  have hne : (Finset.univ.erase i).Nonempty := by
    obtain ⟨j, hj⟩ := exists_ne i
    exact ⟨j, by simp [hj]⟩
  have e1 : l i * ∏ j ∈ Finset.univ.erase i, l j = ∏ j, l j :=
    Finset.mul_prod_erase _ l (Finset.mem_univ i)
  have e2 : (1 + l i) * ∏ j ∈ Finset.univ.erase i, (1 + l j) = ∏ j, (1 + l j) :=
    Finset.mul_prod_erase _ (fun j => 1 + l j) (Finset.mem_univ i)
  have hP : 0 ≤ ∏ j ∈ Finset.univ.erase i, l j := Finset.prod_nonneg (fun j _ => hl j)
  have h1 : 0 ≤ 1 + l i := by linarith [hl i]
  nlinarith [mul_le_mul_of_nonneg_left (one_add_prod_le hne hl) h1]

/-- A positive semidefinite matrix is diagonal with nonnegative real entries in some
orthonormal basis. -/
theorem spectral_form {A : Matrix n n ℂ} (hA : A.PosSemidef) :
    ∃ (U : Matrix n n ℂ) (l : n → ℝ), U * Uᴴ = 1 ∧ (∀ i, 0 ≤ l i) ∧
      A = U * diagonal (fun i => (l i : ℂ)) * Uᴴ := by
  refine ⟨hA.isHermitian.eigenvectorUnitary, hA.isHermitian.eigenvalues, ?_,
    hA.eigenvalues_nonneg, ?_⟩
  · exact Matrix.mem_unitaryGroup_iff.mp hA.isHermitian.eigenvectorUnitary.2
  · have h := hA.isHermitian.spectral_theorem
    rw [Unitary.conjStarAlgAut_apply] at h
    exact h

/-- Whitening: if the covariance `A` is nonsingular, one invertible change of variables
turns `A` into the identity and `B` into a nonnegative diagonal matrix. -/
theorem simultaneous_whitening {A B : Matrix n n ℂ} (hA : A.PosSemidef)
    (hdet : A.det ≠ 0) (hB : B.PosSemidef) :
    ∃ (W : Matrix n n ℂ) (l : n → ℝ), W.det ≠ 0 ∧ (∀ i, 0 ≤ l i) ∧ A = Wᴴ * W ∧
      B = Wᴴ * diagonal (fun i => (l i : ℂ)) * W := by
  -- a square-root factor `C` of `A`
  obtain ⟨C, hAC⟩ : ∃ C : Matrix n n ℂ, A = Cᴴ * C := by
    obtain ⟨V, a, -, ha, hAV⟩ := spectral_form hA
    have hd : (diagonal (fun i => ((√(a i) : ℝ) : ℂ)))ᴴ *
        diagonal (fun i => ((√(a i) : ℝ) : ℂ)) = diagonal (fun i => (a i : ℂ)) := by
      rw [diagonal_conjTranspose, diagonal_mul_diagonal]
      congr 1
      funext i
      change star ((√(a i) : ℝ) : ℂ) * ((√(a i) : ℝ) : ℂ) = (a i : ℂ)
      rw [Complex.star_def, Complex.conj_ofReal, ← Complex.ofReal_mul,
        Real.mul_self_sqrt (ha i)]
    refine ⟨diagonal (fun i => ((√(a i) : ℝ) : ℂ)) * Vᴴ, hAV.trans ?_⟩
    rw [← hd, conjTranspose_mul, conjTranspose_conjTranspose]
    simp only [Matrix.mul_assoc]
  have hC : C.det ≠ 0 := by
    intro h
    apply hdet
    rw [hAC, det_mul, h, mul_zero]
  have hinv : C⁻¹ * C = 1 := nonsing_inv_mul C (isUnit_iff_ne_zero.mpr hC)
  -- diagonalise `B` in the whitened variables
  obtain ⟨U, l, hU, hl, hM⟩ := spectral_form (hB.conjTranspose_mul_mul_same C⁻¹)
  have hAW : A = (Uᴴ * C)ᴴ * (Uᴴ * C) := by
    calc A = Cᴴ * C := hAC
      _ = Cᴴ * (U * Uᴴ) * C := by rw [hU, Matrix.mul_one]
      _ = (Uᴴ * C)ᴴ * (Uᴴ * C) := by
        rw [conjTranspose_mul, conjTranspose_conjTranspose]
        simp only [Matrix.mul_assoc]
  refine ⟨Uᴴ * C, l, ?_, hl, hAW, ?_⟩
  · intro h
    apply hdet
    rw [hAW, det_mul, h, mul_zero]
  · calc B = (C⁻¹ * C)ᴴ * B * (C⁻¹ * C) := by rw [hinv]; simp
      _ = Cᴴ * ((C⁻¹)ᴴ * B * C⁻¹) * C := by
        rw [conjTranspose_mul]
        simp only [Matrix.mul_assoc]
      _ = (Uᴴ * C)ᴴ * diagonal (fun i => (l i : ℂ)) * (Uᴴ * C) := by
        rw [hM, conjTranspose_mul, conjTranspose_conjTranspose]
        simp only [Matrix.mul_assoc]

/-- For positive semidefinite `A` and `B` with `A` nonsingular, there are nonnegative numbers `l i`
such that `B.det` is `A.det` times the product of the `l i`, `(A + B).det` is `A.det` times the
product of the `1 + l i`, and `B` is zero if every `l i` is zero. -/
theorem det_relative_variances {A B : Matrix n n ℂ} (hA : A.PosSemidef)
    (hdet : A.det ≠ 0) (hB : B.PosSemidef) :
    ∃ l : n → ℝ, (∀ i, 0 ≤ l i) ∧ B.det = A.det * ((∏ i, l i : ℝ) : ℂ) ∧
      (A + B).det = A.det * ((∏ i, (1 + l i) : ℝ) : ℂ) ∧ ((∀ i, l i = 0) → B = 0) := by
  obtain ⟨W, l, -, hl, hAW, hBW⟩ := simultaneous_whitening hA hdet hB
  have hD : diagonal (fun i => ((1 + l i : ℝ) : ℂ)) =
      (1 : Matrix n n ℂ) + diagonal (fun i => (l i : ℂ)) := by
    rw [← diagonal_one, diagonal_add]
    congr 1
    funext i
    simp
  have hsum : A + B = Wᴴ * diagonal (fun i => ((1 + l i : ℝ) : ℂ)) * W := by
    rw [hD, Matrix.mul_add, Matrix.add_mul, Matrix.mul_one, ← hAW, ← hBW]
  refine ⟨l, hl, ?_, ?_, fun h => ?_⟩
  · rw [hBW, det_mul, det_mul, det_diagonal, hAW, det_mul, Complex.ofReal_prod]
    ring
  · rw [hsum, det_mul, det_mul, det_diagonal, hAW, det_mul, Complex.ofReal_prod]
    ring
  · rw [hBW]
    simp [h]

/-- Determinant superadditivity: for positive semidefinite complex matrices of equal nonzero
size, the determinant of the sum is at least the sum of the determinants. -/
theorem det_add_det_le [Nonempty n] {A B : Matrix n n ℂ} (hA : A.PosSemidef)
    (hB : B.PosSemidef) : A.det + B.det ≤ (A + B).det := by
  -- the case in which the first matrix is nonsingular
  have key : ∀ {P Q : Matrix n n ℂ}, P.PosSemidef → Q.PosSemidef → P.det ≠ 0 →
      P.det + Q.det ≤ (P + Q).det := by
    intro P Q hP hQ hd
    obtain ⟨l, hl, h1, h2, -⟩ := det_relative_variances hP hd hQ
    have h3 := one_add_prod_le (Finset.univ_nonempty (α := n)) hl
    calc P.det + Q.det = P.det * ((1 + ∏ i, l i : ℝ) : ℂ) := by
          rw [h1, Complex.ofReal_add, Complex.ofReal_one]
          ring
      _ ≤ P.det * ((∏ i, (1 + l i) : ℝ) : ℂ) :=
          mul_le_mul_of_nonneg_left (Complex.real_le_real.mpr h3) hP.det_nonneg
      _ = (P + Q).det := h2.symm
  by_cases hdA : A.det = 0
  · by_cases hdB : B.det = 0
    · rw [hdA, hdB, add_zero]
      exact (hA.add hB).det_nonneg
    · have h := key hB hA hdB
      rwa [add_comm B.det A.det, add_comm B A] at h
  · exact key hA hB hdA

/-- For two covariances of equal nonzero size, the product of the principal variances of their sum
is at least the sum of the two separate products. -/
theorem prod_principal_variances_le [Nonempty n] {A B : Matrix n n ℂ}
    (hA : A.PosSemidef) (hB : B.PosSemidef) :
    ∏ i, hA.isHermitian.eigenvalues i + ∏ i, hB.isHermitian.eigenvalues i ≤
      ∏ i, (hA.add hB).isHermitian.eigenvalues i := by
  have e : ∀ {M : Matrix n n ℂ} (h : M.IsHermitian),
      M.det = ((∏ i, h.eigenvalues i : ℝ) : ℂ) := by
    intro M h
    rw [Complex.ofReal_prod]
    exact h.det_eq_prod_eigenvalues
  have h := det_add_det_le hA hB
  rw [e hA.isHermitian, e hB.isHermitian, e (hA.add hB).isHermitian,
    ← Complex.ofReal_add] at h
  exact Complex.real_le_real.mp h

/-- For any finite collection of noise covariances of equal nonzero size, the determinant of the
total covariance is at least the sum of the individual determinants. -/
theorem sum_det_le_det_sum [Nonempty n] {ι : Type*} (s : Finset ι)
    (A : ι → Matrix n n ℂ) (hA : ∀ i, (A i).PosSemidef) :
    ∑ i ∈ s, (A i).det ≤ (∑ i ∈ s, A i).det := by
  classical
  -- positivity of the partial sums is carried along the induction
  have h : (∑ i ∈ s, A i).PosSemidef ∧ ∑ i ∈ s, (A i).det ≤ (∑ i ∈ s, A i).det := by
    induction s using Finset.induction_on with
    | empty => exact ⟨by simpa using Matrix.PosSemidef.zero, by simp⟩
    | insert a s ha ih =>
      rw [Finset.sum_insert ha, Finset.sum_insert ha]
      exact ⟨(hA a).add ih.1,
        (add_le_add le_rfl ih.2).trans (det_add_det_le (hA a) ih.1)⟩
  exact h.2

/-- In dimension at least two, with `A` positive definite and `B` positive semidefinite,
the determinant is additive exactly when `B` is zero. -/
theorem det_add_eq_iff [Nontrivial n] {A B : Matrix n n ℂ} (hA : A.PosDef)
    (hB : B.PosSemidef) : (A + B).det = A.det + B.det ↔ B = 0 := by
  constructor
  · intro h
    have hne : A.det ≠ 0 := ne_of_gt hA.det_pos
    obtain ⟨l, hl, h1, h2, h0⟩ := det_relative_variances hA.posSemidef hne hB
    have h3 : A.det * ((∏ i, (1 + l i) : ℝ) : ℂ) =
        A.det * ((1 + ∏ i, l i : ℝ) : ℂ) := by
      rw [← h2, h, h1, Complex.ofReal_add, Complex.ofReal_one]
      ring
    have h4 : ∏ i, (1 + l i) = 1 + ∏ i, l i :=
      Complex.ofReal_injective (mul_left_cancel₀ hne h3)
    -- every `l i` is squeezed to zero
    exact h0 fun i => le_antisymm (by linarith [add_one_add_prod_le hl i]) (hl i)
  · intro h
    simp [h]

end DeterminantSuperadditivity
```

```lean
#print axioms DeterminantSuperadditivity.det_add_det_le
#print axioms DeterminantSuperadditivity.prod_principal_variances_le
#print axioms DeterminantSuperadditivity.sum_det_le_det_sum
#print axioms DeterminantSuperadditivity.det_add_eq_iff
```

```
'DeterminantSuperadditivity.det_add_det_le' depends on axioms: [propext, Classical.choice, Quot.sound]
'DeterminantSuperadditivity.prod_principal_variances_le' depends on axioms: [propext, Classical.choice, Quot.sound]
'DeterminantSuperadditivity.sum_det_le_det_sum' depends on axioms: [propext, Classical.choice, Quot.sound]
'DeterminantSuperadditivity.det_add_eq_iff' depends on axioms: [propext, Classical.choice, Quot.sound]
```

## Covariances, eigenvalues and the order on ℂ

The type `n` labels the channels; it is finite, and `[Nonempty n]` requires at least one. At size zero every determinant is 1 and the inequality would read $2\le 1$. A covariance is a `Matrix n n ℂ` with the hypothesis `PosSemidef`: it is Hermitian and its quadratic form is nonnegative.

The main theorem, `det_add_det_le`, compares complex numbers. Under `ComplexOrder`, `x ≤ y` means that the real parts are ordered and the imaginary parts agree. `prod_principal_variances_le` states the result in real numbers, with the principal variances given by `eigenvalues`.

`sum_det_le_det_sum` treats any finite collection of sources, including the empty one. `det_add_eq_iff` is the equality case; `[Nontrivial n]` means at least two channels, and `PosDef` makes $A$ nonsingular. For singular $A$ the criterion can fail: $A=B=\mathrm{diag}(1,0)$ gives $0=0+0$ with $B\neq 0$.

The theorems concern matrices only. There are no random variables in the file, so the step from independent sources to the total covariance $A+B$ is the physical input.

One use in quantum mechanics is for Gaussian states of finitely many bosonic modes. Let $\sigma$ be the covariance matrix of the quadratures, scaled so that the vacuum has $\sigma=1$; the purity is then $1/\sqrt{\det\sigma}$. Adding classical Gaussian noise of covariance $N$, in the same units, changes $\sigma$ to $\sigma+N$, so by the inequality the new purity is at most $1/\sqrt{\det\sigma+\det N}$.

## How the Lean proof follows the calculation

`one_add_prod_le` is the scalar induction. Its `nlinarith` call receives the induction hypothesis multiplied by $1+x$ and discards the nonnegative terms $x+P$. `add_one_add_prod_le` splits off one index with `Finset.mul_prod_erase` and gives the sharper bound used for equality.

`spectral_form` supplies the unitary diagonalisation. `simultaneous_whitening`, which assumes that both matrices are positive semidefinite and that $A$ is nonsingular, uses it twice, first to build $C$ and then to diagonalise the whitened $B$; its `calc` blocks are the two displayed identities for $W$. `det_relative_variances` takes determinants of these factorisations and also records that $B=0$ if all $l_i$ vanish.

In `det_add_det_le`, the local statement `key` handles a nonsingular first matrix, and two `by_cases` splits deal with the singular cases as above. The eigenvalue version rewrites each determinant as a product of eigenvalues. The version for many sources carries positivity of the partial sum through the induction together with the inequality.

For `det_add_eq_iff`, `mul_left_cancel₀` removes the nonzero factor $\det A$. The sharper scalar bound then gives $l_i\le 0$, and `le_antisymm` combines it with $l_i\ge 0$.
